# For continuous m > 0 and V, two real envelopes at one energy that vanish at +∞ with bounded u'/m are linearly dependent

## Two wells, one printed energy

I have two identical quantum wells separated by a thick barrier, with graded alloy composition, so that both the band edge and the effective mass vary smoothly along the growth axis. My one-band solver returns two lowest states whose energies agree in every printed digit. One state sits in the left well, the other in the right. Could this be a true degeneracy? I know the Wronskian argument for a constant mass, but here the mass depends on position, and I don't see which derivative belongs in the Wronskian or what has to happen far out in the barrier.

## Equal energies would make the two states proportional

It is not a true degeneracy if both states decay into the outer barrier with bounded u'/m. At exactly the same energy they would then be multiples of each other, which a left-localised and a right-localised state are not. The exact energies differ, though the argument puts no lower limit on the splitting. For subband calculations, this says that a one-band, one-dimensional model with continuous profiles has at most one such real state per energy, up to a factor.

Take ħ = 1 and the free-electron mass as the unit of mass. With position x along the growth axis, mass m(x), band edge V(x) and energy E, an envelope u obeys

−(1/2)(u'/m)' + V u = E u.

The derivative you want is u'/m, the quantity that is matched at a heterojunction. For two solutions f and g, put p = f'/m and q = g'/m. Then

f' = m p,  p' = 2(V − E) f,
g' = m q,  q' = 2(V − E) g.

The mass-weighted Wronskian is W = f q − g p. Its derivative is

W' = f' q + f q' − g' p − g p'
= m p q + 2(V − E) f g − m q p − 2(V − E) g f = 0.

So W is constant. If |p| ≤ A and |q| ≤ B far to the right, then there

|W| ≤ B |f| + A |g| → 0,

and the constant is zero.

It remains to pass from W = 0 to proportionality, even where f has nodes. First, a solution u with u = 0 and u'/m = 0 at one point x₀ vanishes everywhere. To see this, write s = u'/m, N = u² + s² and K = m + 2(V − E). Then

N' = 2 u s K.

Between x₀ and any chosen x, continuity gives |K| ≤ C. Since 2|u s| ≤ N, it follows that |N'| ≤ C N. To the right of x₀, N(y) exp(−C y) therefore cannot increase with y; to the left, N(y) exp(C y) cannot decrease. Both start from zero at x₀ and are nonnegative, so N(x) = 0.

If f is identically zero, the two functions are trivially dependent. Otherwise choose x₀ with f(x₀) ≠ 0 and form

h = −g(x₀) f + f(x₀) g.

Then h(x₀) = 0, and h'/m at x₀ equals W(x₀) = 0. Hence h vanishes everywhere and g = (g(x₀)/f(x₀)) f.

## If the double well is mirror-symmetric, its evanescent states are even or odd

Measure x from the midpoint. Suppose m and V are even and f is evanescent at both ends, which means that f tends to zero and f'/m stays bounded there. The mirror image f(−x) solves the same equation, so there are a and b, not both zero, with

a f(x) + b f(−x) = 0.

Replace x by −x, then subtract and add the two equations:

(a − b)(f(−x) − f(x)) = 0,
(a + b)(f(−x) + f(x)) = 0.

At least one of a − b and a + b is nonzero, so f is even or odd. Your one-sided states are neither; they are what a solver can return when it does not resolve the splitting and mixes the even and odd states.

## What the Lean statement assumes

The profiles and envelopes are functions `ℝ → ℝ`. `flux m u` is u'/m; despite its name it is not the probability current, which vanishes for a real envelope. `IsEnvelope m V E u` says that u and u'/m are differentiable and that the equation holds at every x. It demands neither normalisation nor decay.

Decay enters through `EvanescentAt m u l`, where the filter `l` is an end of the line: `atTop` for +∞, `atBot` for −∞. It asks that u tend to zero and |u'/m| be eventually bounded. No exponential rate is required, although a flat barrier above E gives one for a bound state. Both conditions are assumed here, not derived from normalisability. Decay of the envelopes alone would not suffice: for m = 1 and V = −x⁴, a WKB estimate gives two independent solutions that both decay like 1/x, with slopes growing like x.

`subband_nondegenerate` takes continuous m and V, m > 0 everywhere, and two envelopes evanescent at +∞. It returns real `a` and `b`, not both zero, with a f + b g = 0 at every position. Nothing is asked of the left end, and m need not be differentiable.

These hypotheses do not cover an abrupt junction, where m or V jumps. There one would carry u and u'/m continuously across the interface and apply the argument layer by layer. Spin, valley and multiband degeneracies lie beyond a single scalar envelope.

`extended_states_degenerate` supplies a contrast: for m = 1 and V = 0, sine and cosine share E = 1/2 and are independent. Boundedness of both envelopes and both fluxes is thus too weak to replace decay.

```lean
import Mathlib

open Filter Topology

namespace QuantumWellSubbands

noncomputable section

/-- The mass-weighted slope `u'/m` of an envelope function, for a mass profile without zeros. -/
def flux (m u : ℝ → ℝ) (x : ℝ) : ℝ := deriv u x / m x

/-- `u` solves the effective-mass equation `-(u'/m)'/2 + V u = E u` on the whole line,
with `u` and `u'/m` differentiable. -/
structure IsEnvelope (m V : ℝ → ℝ) (E : ℝ) (u : ℝ → ℝ) : Prop where
  diff : Differentiable ℝ u
  flux_diff : Differentiable ℝ (flux m u)
  eqn : ∀ x, -(1 / 2) * deriv (flux m u) x + V x * u x = E * u x

/-- Along the end `l` of the line, `u` tends to zero and `u'/m` stays bounded. -/
def EvanescentAt (m u : ℝ → ℝ) (l : Filter ℝ) : Prop :=
  Tendsto u l (𝓝 0) ∧ ∃ C, ∀ᶠ x in l, |flux m u x| ≤ C

/-- The mass-weighted Wronskian `f (g'/m) - g (f'/m)` of two envelope functions. -/
def massWronskian (m f g : ℝ → ℝ) (x : ℝ) : ℝ :=
  f x * flux m g x - g x * flux m f x

variable {m V f g : ℝ → ℝ} {E : ℝ}

/-- For a positive mass, the effective-mass equation is a first-order system for the
envelope and its flux: `u' = m p` and `p' = 2 (V - E) u` with `p = u'/m`. -/
theorem first_order_system (hpos : ∀ x, 0 < m x) (hf : IsEnvelope m V E f) (x : ℝ) :
    HasDerivAt f (m x * flux m f x) x ∧
      HasDerivAt (flux m f) (2 * (V x - E) * f x) x := by
  constructor
  · refine (hf.diff x).hasDerivAt.congr_deriv ?_
    exact (mul_div_cancel₀ (deriv f x) (hpos x).ne').symm.trans (by unfold flux; ring)
  · refine (hf.flux_diff x).hasDerivAt.congr_deriv ?_
    linarith [hf.eqn x]

/-- For a positive mass, the mass-weighted Wronskian of two envelopes at the same energy
takes the same value at all positions. -/
theorem massWronskian_const (hpos : ∀ x, 0 < m x) (hf : IsEnvelope m V E f)
    (hg : IsEnvelope m V E g) (x y : ℝ) :
    massWronskian m f g x = massWronskian m f g y := by
  have hW : ∀ z, HasDerivAt (massWronskian m f g) 0 z := by
    intro z
    obtain ⟨f1, f2⟩ := first_order_system hpos hf z
    obtain ⟨g1, g2⟩ := first_order_system hpos hg z
    exact ((f1.fun_mul g2).fun_sub (g1.fun_mul f2)).congr_deriv (by ring)
  exact is_const_of_deriv_eq_zero (fun z => (hW z).differentiableAt)
    (fun z => (hW z).deriv) x y

/-- For a positive mass, the mass-weighted Wronskian of two envelopes at the same energy
is zero everywhere if both are evanescent at plus infinity. -/
theorem massWronskian_eq_zero (hpos : ∀ x, 0 < m x) (hf : IsEnvelope m V E f)
    (hg : IsEnvelope m V E g) (bf : EvanescentAt m f atTop)
    (bg : EvanescentAt m g atTop) (x : ℝ) : massWronskian m f g x = 0 := by
  obtain ⟨f0, A, hA⟩ := bf
  obtain ⟨g0, B, hB⟩ := bg
  have hlim : Tendsto (fun y => |f y| * B + |g y| * A) atTop (𝓝 0) := by
    simpa using (f0.abs.mul_const B).add (g0.abs.mul_const A)
  have hW : Tendsto (massWronskian m f g) atTop (𝓝 0) := by
    refine squeeze_zero_norm' ?_ hlim
    filter_upwards [hA, hB] with y hAy hBy
    rw [Real.norm_eq_abs]
    calc |massWronskian m f g y| ≤ |f y * flux m g y| + |g y * flux m f y| := abs_sub _ _
      _ = |f y| * |flux m g y| + |g y| * |flux m f y| := by rw [abs_mul, abs_mul]
      _ ≤ |f y| * B + |g y| * A := by gcongr
  -- a constant function has its value as limit
  have hc : Tendsto (massWronskian m f g) atTop (𝓝 (massWronskian m f g x)) :=
    tendsto_const_nhds.congr (fun y => massWronskian_const hpos hf hg x y)
  exact tendsto_nhds_unique hc hW

/-- For continuous mass and potential, a solution `(u, p)` of the first-order system
whose value and flux both vanish at one point has `u = 0` everywhere. -/
theorem eq_zero_of_zero_data {u p : ℝ → ℝ} (hm : Continuous m) (hV : Continuous V)
    (hu : ∀ x, HasDerivAt u (m x * p x) x)
    (hp : ∀ x, HasDerivAt p (2 * (V x - E) * u x) x)
    {x₀ : ℝ} (hu0 : u x₀ = 0) (hp0 : p x₀ = 0) (x : ℝ) : u x = 0 := by
  have hK : Continuous (fun y => m y + 2 * (V y - E)) := by fun_prop
  obtain ⟨C, hC⟩ := (isCompact_uIcc (a := x₀) (b := x)).exists_bound_of_continuousOn
    hK.continuousOn
  -- u² + p² with an exponential weight
  have hG : ∀ c y, HasDerivAt (fun y => (u y * u y + p y * p y) * Real.exp (c * y))
      ((2 * u y * p y * (m y + 2 * (V y - E)) + c * (u y * u y + p y * p y))
        * Real.exp (c * y)) y := by
    intro c y
    have h1 := ((hu y).fun_mul (hu y)).fun_add ((hp y).fun_mul (hp y))
    have h2 := ((hasDerivAt_id' y).const_mul c).exp
    exact (h1.fun_mul h2).congr_deriv (by ring)
  have key : ∀ c, (u x * u x + p x * p x) * Real.exp (c * x) ≤
      (u x₀ * u x₀ + p x₀ * p x₀) * Real.exp (c * x₀) → u x = 0 := by
    intro c h
    rw [hu0, hp0] at h
    have hN : u x * u x + p x * p x ≤ 0 := by
      by_contra hn
      have := mul_pos (not_le.mp hn) (Real.exp_pos (c * x))
      linarith
    exact mul_self_eq_zero.mp
      (le_antisymm (by linarith [mul_self_nonneg (p x)]) (mul_self_nonneg _))
  rcases le_total x₀ x with hx | hx
  · -- to the right of x₀ the damped weight makes the sum decrease
    refine key (-C) (antitoneOn_of_deriv_nonpos (convex_Icc x₀ x)
      (fun y _ => (hG (-C) y).continuousAt.continuousWithinAt)
      (fun y _ => (hG (-C) y).differentiableAt.differentiableWithinAt) ?_
      (Set.left_mem_Icc.mpr hx) (Set.right_mem_Icc.mpr hx) hx)
    intro y hy
    have hb := hC y (Set.Icc_subset_uIcc (interior_subset hy))
    rw [Real.norm_eq_abs, abs_le] at hb
    rw [(hG (-C) y).deriv]
    refine mul_nonpos_of_nonpos_of_nonneg ?_ (Real.exp_pos _).le
    nlinarith [mul_nonneg (sub_nonneg.mpr hb.2) (sq_nonneg (u y + p y)),
      mul_nonneg (sub_nonneg.mpr hb.1) (sq_nonneg (u y - p y))]
  · -- to the left of x₀ the growing weight makes the sum increase
    refine key C (monotoneOn_of_deriv_nonneg (convex_Icc x x₀)
      (fun y _ => (hG C y).continuousAt.continuousWithinAt)
      (fun y _ => (hG C y).differentiableAt.differentiableWithinAt) ?_
      (Set.left_mem_Icc.mpr hx) (Set.right_mem_Icc.mpr hx) hx)
    intro y hy
    have hb := hC y (Set.Icc_subset_uIcc' (interior_subset hy))
    rw [Real.norm_eq_abs, abs_le] at hb
    rw [(hG C y).deriv]
    refine mul_nonneg ?_ (Real.exp_pos _).le
    nlinarith [mul_nonneg (sub_nonneg.mpr hb.2) (sq_nonneg (u y - p y)),
      mul_nonneg (sub_nonneg.mpr hb.1) (sq_nonneg (u y + p y))]

/-- Subbands are nondegenerate: for continuous positive mass and continuous potential, two
real envelopes at the same energy, both evanescent at plus infinity, are linearly dependent. -/
theorem subband_nondegenerate (hm : Continuous m) (hpos : ∀ x, 0 < m x)
    (hV : Continuous V) (hf : IsEnvelope m V E f) (hg : IsEnvelope m V E g)
    (bf : EvanescentAt m f atTop) (bg : EvanescentAt m g atTop) :
    ∃ a b : ℝ, (a ≠ 0 ∨ b ≠ 0) ∧ ∀ x, a * f x + b * g x = 0 := by
  by_cases h : ∀ x, f x = 0
  · exact ⟨1, 0, Or.inl one_ne_zero, fun x => by rw [h x]; ring⟩
  obtain ⟨x₀, hx₀⟩ := not_forall.mp h
  have hW := massWronskian_eq_zero hpos hf hg bf bg x₀
  unfold massWronskian at hW
  -- this combination has zero value and zero flux at x₀
  refine ⟨-g x₀, f x₀, Or.inr hx₀, ?_⟩
  refine eq_zero_of_zero_data (m := m) (V := V) (E := E) (x₀ := x₀)
    (u := fun x => -g x₀ * f x + f x₀ * g x)
    (p := fun x => -g x₀ * flux m f x + f x₀ * flux m g x) hm hV ?_ ?_ ?_ ?_
  · intro x
    exact (((first_order_system hpos hf x).1.const_mul (-g x₀)).fun_add
      ((first_order_system hpos hg x).1.const_mul (f x₀))).congr_deriv (by ring)
  · intro x
    exact (((first_order_system hpos hf x).2.const_mul (-g x₀)).fun_add
      ((first_order_system hpos hg x).2.const_mul (f x₀))).congr_deriv (by ring)
  · ring
  · linarith

/-- In a mirror-symmetric well, with even, continuous mass and potential and positive mass,
every envelope that is evanescent at both ends is either even or odd. -/
theorem even_or_odd_of_symmetric_well (hm : Continuous m) (hpos : ∀ x, 0 < m x)
    (hV : Continuous V) (m_even : ∀ x, m (-x) = m x) (V_even : ∀ x, V (-x) = V x)
    (hf : IsEnvelope m V E f) (bR : EvanescentAt m f atTop)
    (bL : EvanescentAt m f atBot) :
    (∀ x, f (-x) = f x) ∨ (∀ x, f (-x) = -f x) := by
  have hflux : flux m (fun x => f (-x)) = fun x => -flux m f (-x) := by
    funext x
    unfold flux
    rw [deriv_comp_neg, m_even, neg_div]
  have hd : ∀ x, HasDerivAt (fun y => -flux m f (-y)) (deriv (flux m f) (-x)) x := by
    intro x
    have h := ((hf.flux_diff (-x)).hasDerivAt.comp x (hasDerivAt_neg x)).neg
    exact h.congr_deriv (by ring)
  -- the mirror image solves the same equation
  have hg : IsEnvelope m V E (fun x => f (-x)) := by
    refine ⟨hf.diff.comp differentiable_neg, ?_, ?_⟩
    · rw [hflux]
      exact fun x => (hd x).differentiableAt
    · intro x
      rw [hflux, (hd x).deriv, ← V_even x]
      exact hf.eqn (-x)
  have bg : EvanescentAt m (fun x => f (-x)) atTop := by
    obtain ⟨h0, C, hC⟩ := bL
    refine ⟨h0.comp tendsto_neg_atTop_atBot, C, ?_⟩
    filter_upwards [tendsto_neg_atTop_atBot.eventually hC] with x hx
    rw [hflux]
    simpa only [abs_neg] using hx
  obtain ⟨a, b, hab, h⟩ := subband_nondegenerate hm hpos hV hf hg bR bg
  have h' : ∀ x, a * f (-x) + b * f x = 0 := fun x => by
    simpa only [neg_neg] using h (-x)
  by_cases hs : a + b = 0
  · left
    intro x
    have hne : a - b ≠ 0 := by
      intro hd0
      rcases hab with ha | hb
      · exact ha (by linarith)
      · exact hb (by linarith)
    have hz : (a - b) * (f (-x) - f x) = 0 := by linear_combination h' x - h x
    linarith [(mul_eq_zero.mp hz).resolve_left hne]
  · right
    intro x
    have hz : (a + b) * (f (-x) + f x) = 0 := by linear_combination h' x + h x
    linarith [(mul_eq_zero.mp hz).resolve_left hs]

/-- Decay cannot be dropped: for unit mass and zero potential, sine and cosine are envelopes
at the same energy `1/2` with bounded flux, yet they are linearly independent. -/
theorem extended_states_degenerate :
    IsEnvelope (fun _ => 1) (fun _ => 0) (1 / 2) Real.sin ∧
    IsEnvelope (fun _ => 1) (fun _ => 0) (1 / 2) Real.cos ∧
    (∀ x, |flux (fun _ => 1) Real.sin x| ≤ 1 ∧ |flux (fun _ => 1) Real.cos x| ≤ 1) ∧
    ∀ a b : ℝ, (∀ x, a * Real.sin x + b * Real.cos x = 0) → a = 0 ∧ b = 0 := by
  have hs : flux (fun _ => 1) Real.sin = Real.cos := by
    funext x
    unfold flux
    rw [(Real.hasDerivAt_sin x).deriv, div_one]
  have hc : flux (fun _ => 1) Real.cos = fun x => -Real.sin x := by
    funext x
    unfold flux
    rw [(Real.hasDerivAt_cos x).deriv, div_one]
  refine ⟨⟨Real.differentiable_sin, ?_, ?_⟩, ⟨Real.differentiable_cos, ?_, ?_⟩, ?_, ?_⟩
  · rw [hs]
    exact Real.differentiable_cos
  · intro x
    rw [hs, (Real.hasDerivAt_cos x).deriv]
    ring
  · rw [hc]
    exact fun x => (Real.hasDerivAt_sin x).fun_neg.differentiableAt
  · intro x
    rw [hc, (Real.hasDerivAt_sin x).fun_neg.deriv]
    ring
  · intro x
    rw [hs, hc]
    exact ⟨Real.abs_cos_le_one x, by simpa only [abs_neg] using Real.abs_sin_le_one x⟩
  · intro a b h
    have h0 := h 0
    have h1 := h (Real.pi / 2)
    rw [Real.sin_zero, Real.cos_zero] at h0
    rw [Real.sin_pi_div_two, Real.cos_pi_div_two] at h1
    exact ⟨by linarith, by linarith⟩

end

end QuantumWellSubbands
```

```lean
#print axioms QuantumWellSubbands.subband_nondegenerate
-- 'QuantumWellSubbands.subband_nondegenerate' depends on axioms: [propext, Classical.choice, Quot.sound]
#print axioms QuantumWellSubbands.even_or_odd_of_symmetric_well
-- 'QuantumWellSubbands.even_or_odd_of_symmetric_well' depends on axioms: [propext, Classical.choice, Quot.sound]
#print axioms QuantumWellSubbands.extended_states_degenerate
-- 'QuantumWellSubbands.extended_states_degenerate' depends on axioms: [propext, Classical.choice, Quot.sound]
```

## From the Wronskian to the proportionality in Lean

`first_order_system` turns the second-order equation into the pair for u and u'/m; positivity of the mass permits the division. `massWronskian_const` combines the product rules, and `ring` performs the cancellation in W'. `massWronskian_eq_zero` squeezes |W| under B|f| + A|g|. The constant W then has two limits at +∞, its own value and zero, and `tendsto_nhds_unique` identifies them.

`eq_zero_of_zero_data` is the statement about a solution with vanishing value and flux at one point; its `p` is the s used above. In `subband_nondegenerate`, it is applied to h with the coefficients `-g x₀` and `f x₀`. The last two goals are h(x₀) = 0, closed by `ring`, and zero flux at x₀, which `linarith` reads off from W(x₀) = 0.

`even_or_odd_of_symmetric_well` first shows that reflection changes the sign of the flux and preserves the equation. It then applies the main theorem to f and its mirror image, and splits on whether a + b is zero. The sine and cosine example computes both fluxes and evaluates a vanishing combination at 0 and π/2.

## A monotonicity lemma in place of a uniqueness theorem

The uniqueness step uses no general theorem on differential equations. Its main device is Mathlib's `antitoneOn_of_deriv_nonpos`: on a convex set of reals, a function that is continuous there, and differentiable with nonpositive derivative in the interior, is nonincreasing. Applied to N(y) exp(−C y) on the interval from x₀ to x, it gives exactly the inequality that the local statement `key` needs to conclude u(x) = 0. The case x ≤ x₀ uses `monotoneOn_of_deriv_nonneg` with the opposite exponent.

For x ≥ x₀, the sign of the derivative rests on 2 u s K ≤ C (u² + s²). The hints given to `nlinarith` in this case are the two nonnegative products in

(C − K)(u + s)² + (K + C)(u − s)² = 2C(u² + s²) − 4 K u s ≥ 0,

which is twice the required inequality. For x ≤ x₀ the required inequality is −2 u s K ≤ C (u² + s²), and u + s and u − s trade places in the hints. The bound C comes from continuity of K on the compact unordered interval between x₀ and x, so it is obtained once, before the two cases are separated.
